# Hückel and Möbius N-rings with equal hoppings share all local moments below order N

Take a ring of $N$ sites, one orbital each, with non-interacting electrons, unit nearest-neighbour hoppings and a phase $e^{\pm if}$ on the closing bond. At every site $i$ the moment $(H^k)_{ii}$ is independent of $f$ for $k<N$, while $(H^N)_{ii}$ differs from its $f=0$ value by $2\cos f-2$. A potential built only from local moments of order below $N$ therefore gives the Hückel ring ($f=0$) and the Möbius ring ($f=\pi$) the same value.

## Unit hoppings and a pure phase on the closing bond

Energies are measured from the common on-site energy, in units of the hopping. Sites are numbered $0,\dots,N-1$. In exponents $i$ is the imaginary unit; elsewhere it labels a site. The one-way hopping matrix $T$ has $T_{j,j+1}=1$ and $T_{N-1,0}=e^{if}$, and $H=T+T^\dagger$. In Lean these are `hop` and `ringH`, and `moment N f k i` is $(H^k)_{ii}$, typed as a complex number.

```lean
import Mathlib

open Matrix

namespace FluxRing

noncomputable section

/-- One-way hopping on a ring of `N` sites: amplitude `1` from site `i + 1` to site `i`, and
`exp(if)` across the closing bond from site `0` to site `N - 1`. -/
def hop (N : ℕ) (f : ℝ) : Matrix (Fin N) (Fin N) ℂ :=
  Matrix.of fun i j =>
    if (j : ℕ) = (i : ℕ) + 1 then 1
    else if (i : ℕ) + 1 = N ∧ (j : ℕ) = 0 then Complex.exp (f * Complex.I) else 0

/-- The ring Hamiltonian: hopping in one direction plus its Hermitian conjugate. For `N = 2` the
amplitudes of the two parallel bonds add; for `N = 1` those of the two directions around the single
closing bond add. -/
def ringH (N : ℕ) (f : ℝ) : Matrix (Fin N) (Fin N) ℂ := hop N f + (hop N f)ᴴ

/-- The `k`-th local moment `(H^k)_ii` at site `i`. -/
def moment (N : ℕ) (f : ℝ) (k : ℕ) (i : Fin N) : ℂ := (ringH N f ^ k) i i
```

Since `f` is real, the closing amplitude has modulus one. The derivation uses this as $e^{-if}e^{if}=1$ when a walker steps backwards over the closing bond; in the proof it is `hs` inside `ringH_mulVec`. If the closing amplitude were a general $t$, the triangle would have $(H^2)_{00}=1+|t|^2$, so a moment below order $N$ would register a change in $|t|$.

For a real Möbius annulene, $f=\pi$ captures only the sign change on going once around. Twisting neighbouring p orbitals against each other also weakens the hoppings, and makes them unequal if the twist is spread unevenly.

## At least one site

Walks follow the indices of a matrix product from left to right: a forward step contributes an entry of $T$, a backward step one of $T^\dagger$. The electron in the docstring of `hop` travels the opposite way. A walk with net displacement $x$ closes only if $x=Nw$ for an integer winding number $w$. It then carries the phase
$$W_f(x)=e^{ifw}\ \text{ if } x=Nw,\qquad W_f(x)=0\ \text{ otherwise.}$$
This is `windingPhase`. It satisfies $W_f(x+N)=e^{if}W_f(x)$, and for $|x|<N$ it is 1 at $x=0$ and 0 elsewhere. The three lemmas below state its value at multiples of $N$ and these two properties.

```lean
/-- Phase collected by a walk with net displacement `x` on a ring of `N ≥ 1` sites:
`exp(ifw)` if it closes after `w = x / N` turns, and `0` if it does not close. -/
def windingPhase (N : ℕ) (f : ℝ) (x : ℤ) : ℂ :=
  if (N : ℤ) ∣ x then Complex.exp (((x / (N : ℤ) : ℤ) : ℂ) * (f * Complex.I)) else 0

/-- On a ring with at least one site, a walk that winds `c` times collects the phase
`exp(ifc)`. -/
theorem windingPhase_mul {N : ℕ} (f : ℝ) (hN : N ≠ 0) (c : ℤ) :
    windingPhase N f ((N : ℤ) * c) = Complex.exp ((c : ℂ) * (f * Complex.I)) := by
  have h0 : (N : ℤ) ≠ 0 := by exact_mod_cast hN
  rw [windingPhase, if_pos (dvd_mul_right _ _), Int.mul_ediv_cancel_left _ h0]

/-- On a ring with at least one site, one more turn multiplies the winding phase by
`exp(if)`. -/
theorem windingPhase_add {N : ℕ} (f : ℝ) (hN : N ≠ 0) (x : ℤ) :
    windingPhase N f (x + N) = Complex.exp (f * Complex.I) * windingPhase N f x := by
  by_cases h : (N : ℤ) ∣ x
  · obtain ⟨c, rfl⟩ := h
    rw [show (N : ℤ) * c + N = N * (c + 1) by ring, windingPhase_mul f hN,
      windingPhase_mul f hN, ← Complex.exp_add]
    congr 1
    push_cast
    ring
  · have h' : ¬ (N : ℤ) ∣ x + N := fun h2 => h (by
      have h3 := dvd_sub h2 (dvd_refl (N : ℤ))
      rwa [add_sub_cancel_right] at h3)
    simp only [windingPhase, if_neg h, if_neg h', mul_zero]

/-- A walk whose net displacement is shorter than the ring closes only if the displacement
vanishes, and then it collects no phase. -/
theorem windingPhase_of_small {N : ℕ} (f : ℝ) (x : ℤ) (h1 : -(N : ℤ) < x) (h2 : x < N) :
    windingPhase N f x = if x = 0 then 1 else 0 := by
  by_cases h : x = 0
  · subst h
    simp [windingPhase]
  · have hd : ¬ (N : ℤ) ∣ x := by
      intro hd
      rcases lt_or_gt_of_ne h with h3 | h3
      · have := Int.le_of_dvd (by omega : 0 < -x) ((dvd_neg).2 hd)
        omega
      · have := Int.le_of_dvd h3 hd
        omega
    simp only [windingPhase, if_neg hd, if_neg h]
```

The hypothesis `N ≠ 0` gives the winding number a meaning. In the moment theorems it comes for free, because a site `i : Fin N` exists only if $N\ge1$. No bound $N\ge3$ is needed, although only from there on is $H$ the textbook ring matrix. For $N=2$ the parallel bonds add to $H_{01}=1+e^{-if}$, so $(H^2)_{00}=2+2\cos f$; for $N=1$, $H=2\cos f$. Both agree with the general result.

## Amplitudes that gain $e^{if}$ per turn

Let $\psi$ live on the integers with $\psi(x+N)=e^{if}\psi(x)$, the Bloch condition for a ring threaded by flux. Then
$$(H\psi)(j)=\psi(j+1)+\psi(j-1)$$
at every site. Inside the ring this is immediate. At $j=N-1$ the closing bond supplies $e^{if}\psi(0)=\psi(N)$, and at $j=0$ it supplies $e^{-if}\psi(N-1)=\psi(-1)$. In the proof, `fwd` and `bwd` treat the two directions, each isolating the single non-zero matrix entry.

```lean
/-- Unrolling the ring: on amplitudes that gain the factor `exp(if)` per turn, the ring
Hamiltonian acts as nearest-neighbour hopping on an infinite chain. -/
theorem ringH_mulVec {N : ℕ} (f : ℝ) (ψ : ℤ → ℂ)
    (hψ : ∀ x, ψ (x + N) = Complex.exp (f * Complex.I) * ψ x) (i : Fin N) :
    (ringH N f *ᵥ fun j => ψ ((j : ℕ) : ℤ)) i
      = ψ (((i : ℕ) : ℤ) + 1) + ψ (((i : ℕ) : ℤ) - 1) := by
  have hi := i.isLt
  -- the three kinds of matrix entries
  have one : ∀ a b : Fin N, (b : ℕ) = (a : ℕ) + 1 → hop N f a b = 1 := by
    intro a b h
    simp only [hop, Matrix.of_apply]
    exact if_pos h
  have close : ∀ a b : Fin N, (a : ℕ) + 1 = N → (b : ℕ) = 0 →
      hop N f a b = Complex.exp (f * Complex.I) := by
    intro a b ha hb
    have h : ¬ (b : ℕ) = (a : ℕ) + 1 := by omega
    simp only [hop, Matrix.of_apply]
    exact (if_neg h).trans (if_pos ⟨ha, hb⟩)
  have zero : ∀ a b : Fin N, ¬ (b : ℕ) = (a : ℕ) + 1 → ¬ ((a : ℕ) + 1 = N ∧ (b : ℕ) = 0) →
      hop N f a b = 0 := by
    intro a b h h'
    simp only [hop, Matrix.of_apply]
    exact (if_neg h).trans (if_neg h')
  have fwd : ∑ j, hop N f i j * ψ ((j : ℕ) : ℤ) = ψ (((i : ℕ) : ℤ) + 1) := by
    by_cases h : (i : ℕ) + 1 < N
    · obtain ⟨a, ha⟩ : ∃ a : Fin N, (a : ℕ) = (i : ℕ) + 1 := ⟨⟨(i : ℕ) + 1, h⟩, rfl⟩
      rw [Fintype.sum_eq_single a]
      · rw [one i a ha, one_mul, show ((a : ℕ) : ℤ) = ((i : ℕ) : ℤ) + 1 by omega]
      · intro j hj
        have hj' : (j : ℕ) ≠ (a : ℕ) := fun e => hj (Fin.ext e)
        rw [zero i j (by omega) (by omega), zero_mul]
    · obtain ⟨a, ha⟩ : ∃ a : Fin N, (a : ℕ) = 0 := ⟨⟨0, by omega⟩, rfl⟩
      rw [Fintype.sum_eq_single a]
      · rw [close i a (by omega) ha, show ((a : ℕ) : ℤ) = 0 by omega,
          show ((i : ℕ) : ℤ) + 1 = 0 + (N : ℤ) by omega, hψ]
      · intro j hj
        have hj' : (j : ℕ) ≠ (a : ℕ) := fun e => hj (Fin.ext e)
        rw [zero i j (by omega) (by omega), zero_mul]
  have bwd : ∑ j, star (hop N f j i) * ψ ((j : ℕ) : ℤ) = ψ (((i : ℕ) : ℤ) - 1) := by
    by_cases h : (i : ℕ) = 0
    · obtain ⟨a, ha⟩ : ∃ a : Fin N, (a : ℕ) + 1 = N :=
        ⟨⟨N - 1, by omega⟩, by show N - 1 + 1 = N; omega⟩
      have hs : star (Complex.exp (f * Complex.I)) * Complex.exp (f * Complex.I) = 1 := by
        rw [Complex.star_def, ← Complex.exp_conj, ← Complex.exp_add]
        simp
      rw [Fintype.sum_eq_single a]
      · rw [close a i ha h, show ((a : ℕ) : ℤ) = -1 + (N : ℤ) by omega,
          show ((i : ℕ) : ℤ) - 1 = -1 by omega, hψ, ← mul_assoc, hs, one_mul]
      · intro j hj
        have hj' : (j : ℕ) ≠ (a : ℕ) := fun e => hj (Fin.ext e)
        rw [zero j i (by omega) (by omega), star_zero, zero_mul]
    · obtain ⟨a, ha⟩ : ∃ a : Fin N, (i : ℕ) = (a : ℕ) + 1 :=
        ⟨⟨(i : ℕ) - 1, by omega⟩, by show (i : ℕ) = (i : ℕ) - 1 + 1; omega⟩
      rw [Fintype.sum_eq_single a]
      · rw [one a i ha, star_one, one_mul, show ((a : ℕ) : ℤ) = ((i : ℕ) : ℤ) - 1 by omega]
      · intro j hj
        have hj' : (j : ℕ) ≠ (a : ℕ) := fun e => hj (Fin.ext e)
        rw [zero j i (by omega) (by omega), star_zero, zero_mul]
  have e : (ringH N f *ᵥ fun j => ψ ((j : ℕ) : ℤ)) i
      = ∑ j, hop N f i j * ψ ((j : ℕ) : ℤ) + ∑ j, star (hop N f j i) * ψ ((j : ℕ) : ℤ) := by
    simp only [ringH, Matrix.mulVec, dotProduct, Matrix.add_apply,
      Matrix.conjTranspose_apply, add_mul, Finset.sum_add_distrib]
  rw [e, fwd, bwd]
```

The condition `hψ` is what makes the edges work. For $N=3$, let $\psi(0)=1$ and $\psi=0$ elsewhere, which violates it. The ring gives $(H\psi)(2)=e^{if}$, but the chain gives $\psi(3)+\psi(1)=0$.

Repeating the step $k$ times, with $m$ forward steps among them, gives
$$(H^k\psi)(j)=\sum_{m=0}^{k}\binom km\,\psi(j+2m-k).$$
For the induction, $H\psi$ is again a twisted amplitude, so the formula for $k$ applies to it. Pascal's rule $\binom{k+1}{m+1}=\binom k{m}+\binom k{m+1}$ then collects the terms (`pascal`).

```lean
/-- On amplitudes that gain `exp(if)` per turn, `H^k` sums over all walks of `k` steps;
`k.choose m` of them have `m` forward steps. -/
theorem ringH_pow_mulVec {N : ℕ} (f : ℝ) (k : ℕ) (ψ : ℤ → ℂ)
    (hψ : ∀ x, ψ (x + N) = Complex.exp (f * Complex.I) * ψ x) (i : Fin N) :
    (ringH N f ^ k *ᵥ fun j => ψ ((j : ℕ) : ℤ)) i
      = ∑ m ∈ Finset.range (k + 1),
          (k.choose m : ℂ) * ψ (((i : ℕ) : ℤ) + (2 * (m : ℤ) - (k : ℤ))) := by
  induction k generalizing ψ with
  | zero => simp
  | succ k ih =>
    have step : (ringH N f *ᵥ fun j => ψ ((j : ℕ) : ℤ))
        = fun j : Fin N => ψ (((j : ℕ) : ℤ) + 1) + ψ (((j : ℕ) : ℤ) - 1) :=
      funext (ringH_mulVec f ψ hψ)
    have hφ : ∀ x : ℤ, ψ (x + N + 1) + ψ (x + N - 1)
        = Complex.exp (f * Complex.I) * (ψ (x + 1) + ψ (x - 1)) := by
      intro x
      rw [show x + (N : ℤ) + 1 = x + 1 + N by ring, show x + (N : ℤ) - 1 = x - 1 + N by ring,
        hψ (x + 1), hψ (x - 1)]
      ring
    -- Pascal's rule, summed against an arbitrary sequence
    have pascal : ∀ g : ℕ → ℂ, ∑ m ∈ Finset.range (k + 1 + 1), ((k + 1).choose m : ℂ) * g m
        = ∑ m ∈ Finset.range (k + 1), (k.choose m : ℂ) * (g (m + 1) + g m) := by
      intro g
      have h0 : k.choose (k + 1) = 0 := Nat.choose_eq_zero_of_lt (Nat.lt_succ_self k)
      have h := Finset.sum_range_succ' (fun m => (k.choose m : ℂ) * g m) (k + 1)
      have h2 := Finset.sum_range_succ (fun m => (k.choose m : ℂ) * g m) (k + 1)
      rw [Finset.sum_range_succ']
      simp only [Nat.choose_succ_succ', Nat.cast_add, add_mul, mul_add,
        Finset.sum_add_distrib]
      simp only [h0, Nat.cast_zero, zero_mul, add_zero, Nat.choose_zero_right] at h h2 ⊢
      linear_combination h2 - h
    rw [pow_succ, ← Matrix.mulVec_mulVec, step]
    refine (ih (fun x => ψ (x + 1) + ψ (x - 1)) hφ).trans ((pascal (fun m : ℕ =>
      ψ (((i : ℕ) : ℤ) + (2 * (m : ℤ) - ((k + 1 : ℕ) : ℤ))))).trans ?_).symm
    refine Finset.sum_congr rfl fun m _ => ?_
    have e1 : ((i : ℕ) : ℤ) + (2 * ((m + 1 : ℕ) : ℤ) - ((k + 1 : ℕ) : ℤ))
        = ((i : ℕ) : ℤ) + (2 * (m : ℤ) - (k : ℤ)) + 1 := by push_cast; ring
    have e2 : ((i : ℕ) : ℤ) + (2 * (m : ℤ) - ((k + 1 : ℕ) : ℤ))
        = ((i : ℕ) : ℤ) + (2 * (m : ℤ) - (k : ℤ)) - 1 := by push_cast; ring
    simp only [e1, e2]
```

Now choose $\psi(x)=W_f(x-i)$. On the ring it is 1 at site $i$ and 0 at all others, so $(H^k\psi)(i)=(H^k)_{ii}$ and
$$(H^k)_{ii}=\sum_{m=0}^{k}\binom km\,W_f(2m-k).$$

```lean
/-- Every local moment is the sum over walks of `k` steps, each weighted by its winding
phase. -/
theorem moment_eq_sum_walks {N : ℕ} (f : ℝ) (k : ℕ) (i : Fin N) :
    moment N f k i = ∑ m ∈ Finset.range (k + 1),
      (k.choose m : ℂ) * windingPhase N f (2 * (m : ℤ) - (k : ℤ)) := by
  have hi := i.isLt
  have tw : ∀ x : ℤ, windingPhase N f (x + N - ((i : ℕ) : ℤ))
      = Complex.exp (f * Complex.I) * windingPhase N f (x - ((i : ℕ) : ℤ)) := by
    intro x
    rw [show x + (N : ℤ) - ((i : ℕ) : ℤ) = x - ((i : ℕ) : ℤ) + N by ring]
    exact windingPhase_add f (by omega) _
  have h := ringH_pow_mulVec f k (fun x => windingPhase N f (x - ((i : ℕ) : ℤ))) tw i
  -- on the ring itself the twisted amplitude is localised at site `i`
  have e : (ringH N f ^ k *ᵥ fun j => windingPhase N f (((j : ℕ) : ℤ) - ((i : ℕ) : ℤ))) i
      = moment N f k i := by
    have w0 : windingPhase N f 0 = 1 := by simp [windingPhase]
    simp only [Matrix.mulVec, dotProduct]
    rw [Fintype.sum_eq_single i]
    · rw [sub_self, w0, mul_one, moment]
    · intro j hj
      have hj' : (j : ℕ) ≠ (i : ℕ) := fun e => hj (Fin.ext e)
      have hjN := j.isLt
      have h0 : ¬ ((j : ℕ) : ℤ) - ((i : ℕ) : ℤ) = 0 := by omega
      have h1 : -(N : ℤ) < ((j : ℕ) : ℤ) - ((i : ℕ) : ℤ) := by omega
      have h2 : ((j : ℕ) : ℤ) - ((i : ℕ) : ℤ) < N := by omega
      rw [windingPhase_of_small f _ h1 h2, if_neg h0, mul_zero]
  rw [← e]
  refine h.trans (Finset.sum_congr rfl fun m _ => ?_)
  simp only [add_sub_cancel_left]
```

## Fewer steps than sites

The hypothesis `k < N` says that the walk is too short to encircle the ring. Then $|2m-k|\le k<N$, only zero displacement contributes, and $f$ disappears. The proof obtains these bounds with `omega` and applies `windingPhase_of_small` to each term.

```lean
/-- Local moments of order below the ring size do not depend on the closing-bond phase. -/
theorem moment_phase_independent {N k : ℕ} (hk : k < N) (f g : ℝ) (i : Fin N) :
    moment N f k i = moment N g k i := by
  rw [moment_eq_sum_walks f, moment_eq_sum_walks g]
  refine Finset.sum_congr rfl fun m hm => ?_
  have hm' := Finset.mem_range.1 hm
  have h1 : -(N : ℤ) < 2 * (m : ℤ) - (k : ℤ) := by omega
  have h2 : 2 * (m : ℤ) - (k : ℤ) < N := by omega
  rw [windingPhase_of_small f _ h1 h2, windingPhase_of_small g _ h1 h2]
```

The condition cannot be relaxed to $k\le N$: in the triangle $(H^3)_{00}=2\cos f$, which is $2$ for Hückel and $-2$ for Möbius. In general, at $k=N$ the terms $m=0$ and $m=N$ have displacements $\mp N$ and add $e^{-if}+e^{if}=2\cos f$. All other terms have $|2m-N|<N$ and cancel in the difference between two phases. The lemmas `bot`, `top` and `mid` are these three parts.

```lean
/-- Between closing-bond phases `g` and `f`, the `N`-th local moment of an `N`-ring changes by
`2 cos f - 2 cos g`. -/
theorem moment_ring_size_sub {N : ℕ} (f g : ℝ) (i : Fin N) :
    moment N f N i - moment N g N i = 2 * (Real.cos f : ℂ) - 2 * (Real.cos g : ℂ) := by
  have hi := i.isLt
  obtain ⟨n, rfl⟩ : ∃ n, N = n + 1 := ⟨N - 1, by omega⟩
  -- split off the two walks that go once around the ring
  have key : ∀ h : ℝ, moment (n + 1) h (n + 1) i
      = ∑ m ∈ Finset.range n, ((n + 1).choose (m + 1) : ℂ) *
          windingPhase (n + 1) 0 (2 * ((m + 1 : ℕ) : ℤ) - ((n + 1 : ℕ) : ℤ))
        + 2 * (Real.cos h : ℂ) := by
    intro h
    have top : windingPhase (n + 1) h (2 * ((n + 1 : ℕ) : ℤ) - ((n + 1 : ℕ) : ℤ))
        = Complex.exp (h * Complex.I) := by
      rw [show 2 * ((n + 1 : ℕ) : ℤ) - ((n + 1 : ℕ) : ℤ) = ((n + 1 : ℕ) : ℤ) * 1 by ring,
        windingPhase_mul h (Nat.succ_ne_zero n)]
      simp
    have bot : windingPhase (n + 1) h (2 * ((0 : ℕ) : ℤ) - ((n + 1 : ℕ) : ℤ))
        = Complex.exp (-(h * Complex.I)) := by
      rw [show 2 * ((0 : ℕ) : ℤ) - ((n + 1 : ℕ) : ℤ) = ((n + 1 : ℕ) : ℤ) * (-1) by
        push_cast; ring, windingPhase_mul h (Nat.succ_ne_zero n)]
      simp
    have mid : ∑ m ∈ Finset.range n, ((n + 1).choose (m + 1) : ℂ) *
          windingPhase (n + 1) h (2 * ((m + 1 : ℕ) : ℤ) - ((n + 1 : ℕ) : ℤ))
        = ∑ m ∈ Finset.range n, ((n + 1).choose (m + 1) : ℂ) *
          windingPhase (n + 1) 0 (2 * ((m + 1 : ℕ) : ℤ) - ((n + 1 : ℕ) : ℤ)) := by
      refine Finset.sum_congr rfl fun m hm => ?_
      have hm' := Finset.mem_range.1 hm
      have h1 : -((n + 1 : ℕ) : ℤ) < 2 * ((m + 1 : ℕ) : ℤ) - ((n + 1 : ℕ) : ℤ) := by omega
      have h2 : 2 * ((m + 1 : ℕ) : ℤ) - ((n + 1 : ℕ) : ℤ) < ((n + 1 : ℕ) : ℤ) := by omega
      rw [windingPhase_of_small h _ h1 h2, windingPhase_of_small 0 _ h1 h2]
    have hc : 2 * (Real.cos h : ℂ)
        = Complex.exp (h * Complex.I) + Complex.exp (-(h * Complex.I)) := by
      rw [Complex.ofReal_cos, Complex.cos, neg_mul]
      ring
    rw [moment_eq_sum_walks, Finset.sum_range_succ, Finset.sum_range_succ', top, bot, mid,
      Nat.choose_self, Nat.choose_zero_right, Nat.cast_one, hc]
    ring
  rw [key f, key g]
  ring

/-- At every site of an `N`-ring, the moments of order `k < N` keep their `f = 0` values,
while the `N`-th moment changes by `2 cos f - 2`. -/
theorem ring_moments {N : ℕ} (f : ℝ) (i : Fin N) :
    (∀ k < N, moment N f k i = moment N 0 k i) ∧
      moment N f N i - moment N 0 N i = 2 * (Real.cos f : ℂ) - 2 := by
  refine ⟨fun k hk => moment_phase_independent hk f 0 i, ?_⟩
  have h := moment_ring_size_sub f 0 i
  rw [Real.cos_zero, Complex.ofReal_one, mul_one] at h
  exact h
```

## A potential that sees only local moments

In the last theorem `F` is an arbitrary real function of the table of moments, with the site as first index and the order $0,\dots,N-1$ as second. Its two arguments are equal, so its values are too. The $N$-th moments differ by $2-(-2)=4$.

```lean
/-- Any potential `F` built from the local moments of order below `N`, at all sites together,
has the same value for the Hückel ring (`f = 0`) and the Möbius ring (`f = π`); their `N`-th
local moments differ by `4`. -/
theorem huckel_moebius {N : ℕ} :
    (∀ F : (Fin N → Fin N → ℂ) → ℝ,
      F (fun i k => moment N 0 k i) = F (fun i k => moment N Real.pi k i)) ∧
    ∀ i : Fin N, moment N 0 N i - moment N Real.pi N i = 4 := by
  constructor
  · intro F
    have h : (fun i k : Fin N => moment N 0 k i)
        = fun i k : Fin N => moment N Real.pi k i := by
      funext i k
      exact moment_phase_independent k.isLt 0 Real.pi i
    rw [h]
  · intro i
    have h := moment_ring_size_sub 0 Real.pi i
    rw [Real.cos_pi, Real.cos_zero] at h
    push_cast at h
    linear_combination h

end

end FluxRing
```

```lean
#print axioms FluxRing.ring_moments
-- 'FluxRing.ring_moments' depends on axioms: [propext, Classical.choice, Quot.sound]
#print axioms FluxRing.huckel_moebius
-- 'FluxRing.huckel_moebius' depends on axioms: [propext, Classical.choice, Quot.sound]
```

The restriction to diagonal elements matters, since bond-order potentials may also use intersite ones. In the triangle $H_{01}(H^2)_{10}=e^{if}$, although neither factor has order above 2.

In a recursion calculation on a six-ring, the local moments of orders 0 to 5 are $1,0,2,0,6,0$ for both rings. The diagonal recursion coefficients vanish, as all odd moments do, and the even moments fix the squared off-diagonal ones $b_1^2=2$ and $b_2^2=1$. The sixth moment is $20+2\cos f$, hence 22 or 18, and from $\mu_6=18+2b_3^2$ one finds $b_3^2=2$ for Hückel and $0$ for Möbius. The two local densities of states first part at this third coefficient.
